# For positive transition energies, a finite-matrix screened interaction never decreases up the positive imaginary frequency axis and tends to the bare one

Up the positive imaginary frequency axis, electrons in their ground state never screen a charge more effectively as the frequency rises; at real frequencies this can fail near a resonance. To state the result for matrices we prescribe the screening as a finite sum over transitions, in a finite real basis indexed by `n`. The bare interaction is a real positive definite matrix $v$. Transition $k$, from a finite set `κ`, has energy $d_k>0$ and a real transition density $m_k$, with spin factors absorbed into $m_k$. The real number $w$ stands for the imaginary frequency $iw$.

```lean
import Mathlib

open Matrix Filter
open scoped Topology

namespace DynamicallyScreenedInteraction

noncomputable section

variable {n κ : Type*} [Fintype n] [Fintype κ]
```

## Screening as a sum of Lorentzian terms

The response matrix is
$$Q(w)=\sum_k c_k(w)\,m_km_k^T,\qquad c_k(w)=\frac{2d_k}{d_k^2+w^2}.$$
The code calls it `polarization`; with the usual sign convention the polarization is $-Q$.

```lean
/-- Minus the usual polarization at imaginary frequency `w`, built from transitions with energies
`d k` and transition densities `m k`; its domain is `d k ≠ 0` for all `k`. -/
def polarization (m : κ → n → ℝ) (d : κ → ℝ) (w : ℝ) : Matrix n n ℝ :=
  ∑ k, (2 * d k / (d k ^ 2 + w ^ 2)) • vecMulVec (m k) (m k)
```

Acting on a potential $x$, each rank-one term returns its own density, weighted by an overlap: $Q(w)x=\sum_k c_k(w)(m_k\cdot x)\,m_k$. In Lean, `*ᵥ` applies a matrix to a vector and `⬝ᵥ` is the dot product. The proof compares entries and exchanges the two finite sums.

```lean
/-- Minus the density induced by a potential `x` is a sum of transition densities, each weighted by
its Lorentzian factor and its overlap with `x`. -/
theorem polarization_mulVec (m : κ → n → ℝ) (d : κ → ℝ) (w : ℝ) (x : n → ℝ) :
    polarization m d w *ᵥ x =
      ∑ k, (2 * d k / (d k ^ 2 + w ^ 2) * (m k ⬝ᵥ x)) • m k := by
  ext i
  simp only [polarization, mulVec, dotProduct, Matrix.sum_apply, Matrix.smul_apply,
    vecMulVec_apply, smul_eq_mul, Finset.sum_apply, Pi.smul_apply, Finset.sum_mul,
    Finset.mul_sum]
  rw [Finset.sum_comm]
  exact Finset.sum_congr rfl fun k _ => Finset.sum_congr rfl fun j _ => by ring
```

Taking the dot product with $x$ gives $x\cdot Q(w)x=\sum_k c_k(w)(m_k\cdot x)^2$.

```lean
/-- The quadratic form of `polarization m d w` is a weighted sum of squared overlaps. -/
theorem polarization_form (m : κ → n → ℝ) (d : κ → ℝ) (w : ℝ) (x : n → ℝ) :
    x ⬝ᵥ polarization m d w *ᵥ x =
      ∑ k, 2 * d k / (d k ^ 2 + w ^ 2) * (m k ⬝ᵥ x) ^ 2 := by
  have key : ∀ a : κ → ℝ, x ⬝ᵥ (∑ k, a k • m k) = ∑ k, a k * (m k ⬝ᵥ x) := by
    intro a
    simp only [dotProduct, Finset.sum_apply, Pi.smul_apply, smul_eq_mul, Finset.mul_sum]
    rw [Finset.sum_comm]
    exact Finset.sum_congr rfl fun k _ => Finset.sum_congr rfl fun j _ => by ring
  rw [polarization_mulVec, key]
  exact Finset.sum_congr rfl fun k _ => by ring
```

Since $d_k>0$, every weight $c_k(w)$ is positive and the sum is nonnegative. As $Q(w)$ is also symmetric, it is positive semidefinite.

```lean
/-- For positive transition energies the matrix `polarization m d w` is positive semidefinite. -/
theorem polarization_posSemidef (m : κ → n → ℝ) {d : κ → ℝ} (hd : ∀ k, 0 < d k) (w : ℝ) :
    (polarization m d w).PosSemidef := by
  refine PosSemidef.of_dotProduct_mulVec_nonneg (Matrix.IsHermitian.ext fun i j => ?_)
    fun x => ?_
  · simp only [polarization, Matrix.sum_apply, Matrix.smul_apply, vecMulVec_apply,
      smul_eq_mul, star_trivial]
    exact Finset.sum_congr rfl fun k _ => by ring
  · rw [star_trivial, polarization_form]
    exact Finset.sum_nonneg fun k _ => by
      have := hd k
      positivity
```

The screened interaction is $W(w)=(v^{-1}+Q(w))^{-1}$. A positive definite matrix plus a positive semidefinite one is positive definite, so under the hypotheses this inverse exists at every $w$.

```lean
variable [DecidableEq n]

/-- The screened interaction at imaginary frequency `w` for the bare interaction `v`; its
domain is `v` and `v⁻¹ + polarization m d w` invertible and `d k ≠ 0` for all `k`. -/
def screened (v : Matrix n n ℝ) (m : κ → n → ℝ) (d : κ → ℝ) (w : ℝ) : Matrix n n ℝ :=
  (v⁻¹ + polarization m d w)⁻¹
```

## Comparing two inverses

Let $A$ and $B$ be positive definite, and put $u=A^{-1}x$ and $y=B^{-1}x$. By symmetry $u\cdot Ay=x\cdot y$, so
$$0\le (u-y)\cdot A(u-y)=x\cdot u-2\,x\cdot y+y\cdot Ay.$$
Because $y\cdot By=x\cdot y$, this rearranges to
$$y\cdot(B-A)y\le x\cdot A^{-1}x-x\cdot B^{-1}x.$$
In the code, `hu` and `hy` are the equations $Au=x$ and $By=x$, `hsym` is the symmetry step, and `linarith` does the rearrangement.

```lean
/-- For positive definite `A` and `B`, the form of `A⁻¹` exceeds that of `B⁻¹` at `x` by at
least the form of `B - A` at the response `B⁻¹ x`. -/
theorem inverse_gap {A B : Matrix n n ℝ} (hA : A.PosDef) (hB : B.PosDef) (x : n → ℝ) :
    (B⁻¹ *ᵥ x) ⬝ᵥ (B - A) *ᵥ (B⁻¹ *ᵥ x) ≤ x ⬝ᵥ A⁻¹ *ᵥ x - x ⬝ᵥ B⁻¹ *ᵥ x := by
  have hu : A *ᵥ (A⁻¹ *ᵥ x) = x := by
    rw [mulVec_mulVec, mul_nonsing_inv _ (isUnit_iff_ne_zero.mpr hA.det_pos.ne'), one_mulVec]
  have hy : B *ᵥ (B⁻¹ *ᵥ x) = x := by
    rw [mulVec_mulVec, mul_nonsing_inv _ (isUnit_iff_ne_zero.mpr hB.det_pos.ne'), one_mulVec]
  generalize A⁻¹ *ᵥ x = u at hu ⊢
  generalize B⁻¹ *ᵥ x = y at hy ⊢
  have hT : Aᵀ = A := by
    rw [← conjTranspose_eq_transpose_of_trivial]
    exact hA.isHermitian
  have hsym : u ⬝ᵥ A *ᵥ y = y ⬝ᵥ x := by
    rw [dotProduct_mulVec, ← mulVec_transpose, hT, hu, dotProduct_comm]
  -- positivity of the form of `A` at the difference of the two responses
  have h := hA.posSemidef.dotProduct_mulVec_nonneg (u - y)
  simp only [star_trivial, mulVec_sub, hu, sub_dotProduct, dotProduct_sub, hsym] at h
  rw [sub_mulVec, dotProduct_sub, hy, dotProduct_comm x u, dotProduct_comm x y]
  linarith
```

Now take $A=v^{-1}+Q(w')$ and $B=v^{-1}+Q(w)$. The bare parts cancel in $B-A$, which leaves
$$\sum_k\big(c_k(w)-c_k(w')\big)\big(m_k\cdot W(w)x\big)^2\le x\cdot W(w')x-x\cdot W(w)x.$$
Here $x$ is a charge and $W(w)x$ its screened potential. At $w=0$, half of $x\cdot W(w)x$ is the electrostatic energy of the charge in linear response. Below, the full form $x\cdot W(w)x$, without the half, is called the interaction energy at every $w$; away from $w=0$ this is only a name.

```lean
/-- For positive definite `v` and positive transition energies, the form of the screened interaction
at a charge `x`, taken at `w'` minus its value at `w`, is at least the sum of the losses in
Lorentzian weight times the squared overlaps with the screened potential at `w`. -/
theorem screened_gap {v : Matrix n n ℝ} (hv : v.PosDef) (m : κ → n → ℝ) {d : κ → ℝ}
    (hd : ∀ k, 0 < d k) (w w' : ℝ) (x : n → ℝ) :
    ∑ k, (2 * d k / (d k ^ 2 + w ^ 2) - 2 * d k / (d k ^ 2 + w' ^ 2)) *
        (m k ⬝ᵥ screened v m d w *ᵥ x) ^ 2 ≤
      x ⬝ᵥ screened v m d w' *ᵥ x - x ⬝ᵥ screened v m d w *ᵥ x := by
  have h := inverse_gap (hv.inv.add_posSemidef (polarization_posSemidef m hd w'))
    (hv.inv.add_posSemidef (polarization_posSemidef m hd w)) x
  rw [add_sub_add_left_eq_sub, sub_mulVec, dotProduct_sub, polarization_form,
    polarization_form, ← Finset.sum_sub_distrib] at h
  simp only [← sub_mul] at h
  exact h
```

## Monotonicity and the bare limit

For $0\le w\le w'$ each $c_k(w)-c_k(w')$ is nonnegative, hence so is $x\cdot(W(w')-W(w))x$ for every $x$. That, with symmetry, is what `PosSemidef` says of the difference.

As $w\to\infty$ every $c_k(w)\to0$, so $v^{-1}+Q(w)\to v^{-1}$. Inversion is continuous there, being the adjugate divided by a nonzero determinant, and so $W(w)\to v$ entry by entry.

The sign of $d_k$ matters. In one dimension take $v=1$, $m=1$, $d=-4$. Then $W(w)=(16+w^2)/(8+w^2)$ falls from $2$ towards $1$. Nonzero $d_k$ are therefore not enough for monotonicity, even when $v^{-1}+Q(w)$ is positive definite at every $w$.

```lean
/-- For positive definite `v` and positive transition energies, the screened interaction is
nondecreasing in the positive-semidefinite order on `w ≥ 0` and tends to the bare interaction
`v` as `w` tends to infinity. -/
theorem screened_monotone_and_tendsto {v : Matrix n n ℝ} (hv : v.PosDef) (m : κ → n → ℝ)
    {d : κ → ℝ} (hd : ∀ k, 0 < d k) :
    (∀ w w' : ℝ, 0 ≤ w → w ≤ w' → (screened v m d w' - screened v m d w).PosSemidef) ∧
      Tendsto (screened v m d) atTop (𝓝 v) := by
  constructor
  · intro w w' hw hww
    have hH : ∀ s, (screened v m d s).IsHermitian := fun s =>
      (hv.inv.add_posSemidef (polarization_posSemidef m hd s)).inv.isHermitian
    refine PosSemidef.of_dotProduct_mulVec_nonneg ((hH w').sub (hH w)) fun x => ?_
    rw [star_trivial, sub_mulVec, dotProduct_sub]
    refine le_trans (Finset.sum_nonneg fun k _ => ?_) (screened_gap hv m hd w w' x)
    have hk := hd k
    refine mul_nonneg (sub_nonneg.mpr ?_) (sq_nonneg _)
    gcongr
  · -- the polarization dies out at high frequency
    have hQ : Tendsto (polarization m d) atTop (𝓝 0) := by
      have h : Tendsto (fun w : ℝ => ∑ k, (2 * d k / (d k ^ 2 + w ^ 2)) •
          vecMulVec (m k) (m k)) atTop (𝓝 (∑ k, (0 : ℝ) • vecMulVec (m k) (m k))) :=
        tendsto_finsetSum _ fun k _ => ((tendsto_atTop_add_const_left _ _
          (tendsto_pow_atTop two_ne_zero)).const_div_atTop _).smul_const _
      simp only [zero_smul, Finset.sum_const_zero] at h
      exact h
    -- matrix inversion is continuous at an invertible matrix
    have hc : ContinuousAt (fun A : Matrix n n ℝ => A⁻¹) v⁻¹ := by
      have h : (fun A : Matrix n n ℝ => A⁻¹) = fun A => (A.det)⁻¹ • A.adjugate := by
        funext A
        rw [Matrix.inv_def, Ring.inverse_eq_inv']
      rw [h]
      exact ((continuous_id.matrix_det).continuousAt.inv₀ hv.inv.det_pos.ne').smul
        (continuous_id.matrix_adjugate).continuousAt
    have hs : Tendsto (fun w => v⁻¹ + polarization m d w) atTop (𝓝 v⁻¹) := by
      simpa only [add_zero] using hQ.const_add v⁻¹
    have h := hc.tendsto.comp hs
    rw [nonsing_inv_nonsing_inv v (isUnit_iff_ne_zero.mpr hv.det_pos.ne')] at h
    exact h
```

## When the rise is strict

Let $0\le w<w'$ and $\varphi=W(w)x$. If every $m_k\cdot\varphi$ vanishes, then $Q\varphi=0$ at every frequency. So $\varphi$ also solves the equation at $w'$, and the energy is unchanged. If some overlap is nonzero, its term in the gap inequality is strictly positive.

```lean
/-- For positive definite `v`, positive transition energies and `0 ≤ w < w'`, the interaction
energy of a charge `x` rises strictly from `w` to `w'` exactly when some transition density has
nonzero overlap with the screened potential of `x` at `w`. -/
theorem screened_strict_iff {v : Matrix n n ℝ} (hv : v.PosDef) (m : κ → n → ℝ) {d : κ → ℝ}
    (hd : ∀ k, 0 < d k) {w w' : ℝ} (hw : 0 ≤ w) (hww : w < w') (x : n → ℝ) :
    x ⬝ᵥ screened v m d w *ᵥ x < x ⬝ᵥ screened v m d w' *ᵥ x ↔
      ∃ k, m k ⬝ᵥ screened v m d w *ᵥ x ≠ 0 := by
  have hlt : ∀ k, 0 < 2 * d k / (d k ^ 2 + w ^ 2) - 2 * d k / (d k ^ 2 + w' ^ 2) := by
    intro k
    have hk := hd k
    refine sub_pos.mpr (div_lt_div_of_pos_left (by positivity) (by positivity) ?_)
    nlinarith
  have hu : ∀ s, IsUnit (v⁻¹ + polarization m d s).det := fun s => isUnit_iff_ne_zero.mpr
    (hv.inv.add_posSemidef (polarization_posSemidef m hd s)).det_pos.ne'
  constructor
  · intro h
    by_contra hno
    have h0 : ∀ k, m k ⬝ᵥ screened v m d w *ᵥ x = 0 := fun k =>
      by_contra fun hk => hno ⟨k, hk⟩
    have hx : (v⁻¹ + polarization m d w) *ᵥ (screened v m d w *ᵥ x) = x := by
      rw [screened, mulVec_mulVec, mul_nonsing_inv _ (hu w), one_mulVec]
    -- a solution of the response equation at `w'` is the screened potential there
    have hsol : ∀ y, (v⁻¹ + polarization m d w') *ᵥ y = x → screened v m d w' *ᵥ x = y := by
      intro y hy
      rw [← hy, screened, mulVec_mulVec, nonsing_inv_mul _ (hu w'), one_mulVec]
    have hQ : ∀ s, polarization m d s *ᵥ (screened v m d w *ᵥ x) = 0 := by
      intro s
      rw [polarization_mulVec]
      simp only [h0, mul_zero, zero_smul, Finset.sum_const_zero]
    rw [add_mulVec, hQ w] at hx
    have he := hsol (screened v m d w *ᵥ x) (by rw [add_mulVec, hQ w']; exact hx)
    rw [he] at h
    exact lt_irrefl _ h
  · rintro ⟨k, hk⟩
    refine sub_pos.mp (lt_of_lt_of_le ?_ (screened_gap hv m hd w w' x))
    exact Finset.sum_pos' (fun j _ => mul_nonneg (hlt j).le (sq_nonneg _))
      ⟨k, Finset.mem_univ k, mul_pos (hlt k) (by positivity)⟩
```

## One transition in closed form

For a single transition with density $m$ and energy $d$, put $z=vm$, $q=m\cdot vm$, $c=2d/(d^2+w^2)$ and $s=2d/(d^2+2dq+w^2)$. Then
$$(v^{-1}+c\,mm^T)(v-s\,zz^T)=1+(c-s-csq)\,mz^T=1,$$
so $W(w)=v-s\,zz^T$. The interaction shifts the squared energy in the denominator from $d^2$ to $d^2+2dq$. Lean checks the scalar identity as `hs` and then verifies the right inverse.

```lean
/-- For positive definite `v` and a single transition of energy `d > 0`, the screened
interaction is `v` minus one Lorentzian term, with `d ^ 2` shifted by `2 * d * (m ⬝ᵥ v *ᵥ m)`. -/
theorem screened_single {v : Matrix n n ℝ} (hv : v.PosDef) (m : n → ℝ) {d : ℝ}
    (hd : 0 < d) (w : ℝ) :
    screened v (fun _ : Unit => m) (fun _ => d) w =
      v - (2 * d / (d ^ 2 + 2 * d * (m ⬝ᵥ v *ᵥ m) + w ^ 2)) •
        vecMulVec (v *ᵥ m) (v *ᵥ m) := by
  have hq : 0 ≤ m ⬝ᵥ v *ᵥ m := by
    simpa only [star_trivial] using hv.posSemidef.dotProduct_mulVec_nonneg m
  have hi : v⁻¹ * v = 1 := nonsing_inv_mul _ (isUnit_iff_ne_zero.mpr hv.det_pos.ne')
  have hT : vᵀ = v := by
    rw [← conjTranspose_eq_transpose_of_trivial]
    exact hv.isHermitian
  have h1 : vecMulVec m m * v = vecMulVec m (v *ᵥ m) := by
    rw [vecMulVec_mul, ← mulVec_transpose, hT]
  have h2 : v⁻¹ * vecMulVec (v *ᵥ m) (v *ᵥ m) = vecMulVec m (v *ᵥ m) := by
    rw [mul_vecMulVec, mulVec_mulVec, hi, one_mulVec]
  have h3 : vecMulVec m m * vecMulVec (v *ᵥ m) (v *ᵥ m) =
      (m ⬝ᵥ v *ᵥ m) • vecMulVec m (v *ᵥ m) := by
    generalize v *ᵥ m = z
    ext i j
    simp only [Matrix.mul_apply, vecMulVec_apply, Matrix.smul_apply, smul_eq_mul, dotProduct,
      Finset.sum_mul]
    exact Finset.sum_congr rfl fun k _ => by ring
  -- the scalar identity that fixes the shifted pole
  have hs : 2 * d / (d ^ 2 + w ^ 2) - 2 * d / (d ^ 2 + 2 * d * (m ⬝ᵥ v *ᵥ m) + w ^ 2) -
      2 * d / (d ^ 2 + w ^ 2) * (2 * d / (d ^ 2 + 2 * d * (m ⬝ᵥ v *ᵥ m) + w ^ 2)) *
        (m ⬝ᵥ v *ᵥ m) = 0 := by
    generalize m ⬝ᵥ v *ᵥ m = q at hq ⊢
    have ha : d ^ 2 + w ^ 2 ≠ 0 := by positivity
    have hb : d ^ 2 + 2 * d * q + w ^ 2 ≠ 0 := by positivity
    rw [div_sub_div _ _ ha hb, div_mul_div_comm, div_mul_eq_mul_div, ← sub_div,
      div_eq_zero_iff]
    left
    ring
  simp only [screened, polarization, Finset.univ_unique, Finset.sum_singleton]
  apply Matrix.inv_eq_right_inv
  generalize 2 * d / (d ^ 2 + w ^ 2) = c at hs ⊢
  generalize 2 * d / (d ^ 2 + 2 * d * (m ⬝ᵥ v *ᵥ m) + w ^ 2) = s at hs ⊢
  simp only [Matrix.add_mul, Matrix.mul_sub, Matrix.smul_mul, Matrix.mul_smul, hi, h1, h2, h3]
  linear_combination (norm := module) hs • vecMulVec m (v *ᵥ m)

end

end DynamicallyScreenedInteraction
```

```lean
#print axioms DynamicallyScreenedInteraction.screened_monotone_and_tendsto
#print axioms DynamicallyScreenedInteraction.screened_strict_iff
#print axioms DynamicallyScreenedInteraction.screened_single
```

```
'DynamicallyScreenedInteraction.screened_monotone_and_tendsto' depends on axioms: [propext, Classical.choice, Quot.sound]
'DynamicallyScreenedInteraction.screened_strict_iff' depends on axioms: [propext, Classical.choice, Quot.sound]
'DynamicallyScreenedInteraction.screened_single' depends on axioms: [propext, Classical.choice, Quot.sound]
```

## Reading the result as a dynamic Hubbard U

If the sum leaves out the transitions within a correlated subspace, the value $x\cdot W(w)x$ for the density $x$ of a localised orbital in that subspace plays the role of $U(iw)$, and in this finite model its static value is its lowest on the axis. The theorems do not say how well such a finite set of transitions represents a real material's response.
